# Two 1s Slater functions on different centres do not multiply to a single 1s Slater function

The product of two 1s Slater functions on different nuclei is not a single 1s Slater function when both factors have nonzero exponents, as they do for any bound orbital. This holds even if the single function may have any real prefactor c, any real exponent z and any centre P, so that the candidate is c exp(-z‖x - P‖).

Such products arise in molecular integrals, where a product of orbitals on two atoms acts as a charge distribution. For two s-type Gaussians that distribution is again a single s-type Gaussian, up to a constant factor; two 1s Slater functions have no such rule.

Positions are points of a real inner product space E. Ordinary three-dimensional space is one case and the real line another, with ‖x‖ = |x| on the line.

```lean
import Mathlib

noncomputable section

namespace SlaterProduct

variable {E : Type*} [NormedAddCommGroup E] [InnerProductSpace ℝ E]
```

## The two kinds of function

A Slater function with exponent ζ and centre A is

exp(-ζ‖x - A‖).

Positive ζ means decay, but the definition accepts every real ζ. The function is unnormalised: in three dimensions and for ζ > 0, the normalised orbital carries the extra factor √(ζ³/π). Such factors are constants, so they can be absorbed into c and do not affect the answer.

```lean
/-- The unnormalised 1s Slater function with exponent `ζ` and centre `A`. -/
def slater (ζ : ℝ) (A : E) : E → ℝ := fun x => Real.exp (-ζ * ‖x - A‖)
```

The s-type Gaussian has the squared distance in the exponent:

exp(-a‖x - A‖²).

Its normalisation factor in three dimensions is (2a/π)^(3/4) for a > 0.

```lean
/-- The unnormalised s-type Gaussian function with exponent `a` and centre `A`. -/
def gaussian (a : ℝ) (A : E) : E → ℝ := fun x => Real.exp (-a * ‖x - A‖ ^ 2)
```

## A Slater function has one cusp, at its centre

Write r = ‖x - A‖. Away from A the distance r is differentiable, and the chain rule gives the gradient

∇ exp(-ζr) = -ζ exp(-ζr) (x - A)/r.

Lean needs only that the derivative exists. It takes the norm to be differentiable at a nonzero vector, then multiplies by -ζ and applies the exponential.

```lean
/-- A Slater function is differentiable at every point other than its centre. -/
theorem slater_differentiableAt (ζ : ℝ) {A x : E} (h : x ≠ A) :
    DifferentiableAt ℝ (slater ζ A) x := by
  have h0 : DifferentiableAt ℝ (fun y : E => y - A) x := by fun_prop
  have h1 : DifferentiableAt ℝ (fun y : E => ‖y - A‖) x :=
    h0.norm ℝ (sub_ne_zero.mpr h)
  exact (h1.const_mul (-ζ)).exp
```

At the centre the behaviour is different. Choose a vector v ≠ 0 and follow the function f(x) = exp(-ζ‖x - A‖) along the line A + tv:

f(A + tv) = exp(-ζ‖v‖ |t|).

For ζ ≠ 0, taking the logarithm and solving for |t| gives

|t| = -(1/(ζ‖v‖)) log f(A + tv).

If f were differentiable at A, the right-hand side would be differentiable at t = 0, and so would |t|, which is false. For a hydrogen-like atom this kink is the cusp of the 1s orbital at the nucleus.

In the proof, `hc` is the restriction to the line and `key` is the impossible differentiability of |t|. The assumption `Nontrivial E` supplies the vector v; in a space with a single point there is no direction in which to see a kink.

```lean
/-- In a space with more than one point, a Slater function with nonzero exponent
is not differentiable at its centre. -/
theorem slater_cusp [Nontrivial E] {ζ : ℝ} (hζ : ζ ≠ 0) (A : E) :
    ¬ DifferentiableAt ℝ (slater ζ A) A := by
  intro h
  obtain ⟨v, hv⟩ := exists_ne (0 : E)
  have hv' : ‖v‖ ≠ 0 := norm_ne_zero_iff.mpr hv
  -- restrict the function to a line through the centre
  have hl : DifferentiableAt ℝ (fun t : ℝ => A + t • v) 0 := by fun_prop
  have h' : DifferentiableAt ℝ (slater ζ A) (A + (0 : ℝ) • v) := by simpa using h
  have hc : DifferentiableAt ℝ (fun t : ℝ => slater ζ A (A + t • v)) 0 :=
    DifferentiableAt.comp (g := slater ζ A) (f := fun t : ℝ => A + t • v) (0 : ℝ) h' hl
  have hne : slater ζ A (A + (0 : ℝ) • v) ≠ 0 := Real.exp_ne_zero _
  -- its logarithm is a nonzero multiple of `|t|`
  have key : DifferentiableAt ℝ (fun t : ℝ => |t|) 0 := by
    have e : (fun t : ℝ => |t|) =
        fun t : ℝ => -(ζ * ‖v‖)⁻¹ * Real.log (slater ζ A (A + t • v)) := by
      funext t
      simp only [slater, add_sub_cancel_left, norm_smul, Real.norm_eq_abs, Real.log_exp]
      field_simp
    rw [e]
    exact (hc.log hne).const_mul _
  exact not_differentiableAt_abs_zero key
```

## The cusp fixes the centre of the product

Let the factors have exponents a and b (often written ζ_A and ζ_B) and centres A ≠ B, with a ≠ 0. Suppose that for all x

exp(-a‖x - A‖) exp(-b‖x - B‖) = c exp(-z‖x - P‖).

The letter z is an exponent here, not a coordinate. Dividing by the factor at B gives

exp(-a‖x - A‖) = c exp(-z‖x - P‖) exp(b‖x - B‖).

The left-hand side has a cusp at A. On the right, the last factor is smooth at A because A ≠ B. If P were also different from A, the whole right-hand side would be differentiable there, a contradiction. Hence P = A.

In Lean the reciprocal of `slater b B` is `slater (-b) B`, and the equation `e` is the divided identity.

```lean
/-- If the product of Slater functions at distinct centres `A` and `B`, the one at `A` with
nonzero exponent, were a multiple of a single Slater function, that function would be
centred at `A`. -/
theorem centre_eq_of_product {a b c z : ℝ} (ha : a ≠ 0) {A B P : E} (hAB : A ≠ B)
    (h : ∀ x, slater a A x * slater b B x = c * slater z P x) : P = A := by
  by_contra hP
  have : Nontrivial E := ⟨A, B, hAB⟩
  -- divide by the factor centred at `B`
  have e : slater a A = fun x => c * slater z P x * slater (-b) B x := by
    funext x
    have hb : slater b B x * slater (-b) B x = 1 := by
      simp only [slater]
      rw [← Real.exp_add]
      simp
    rw [← h x, mul_assoc, hb, mul_one]
  -- the right-hand side has no cusp at `A`
  apply slater_cusp ha A
  rw [e]
  exact ((slater_differentiableAt z (fun h => hP h.symm)).const_mul c).mul
    (slater_differentiableAt (-b) hAB)
```

## The product is a single function only for coinciding centres

If b is nonzero too, exchanging the two factors gives P = B. Then A = P = B, which contradicts A ≠ B. Conversely, if the centres coincide, the exponents add:

exp(-a‖x - A‖) exp(-b‖x - A‖) = exp(-(a + b)‖x - A‖).

The theorem `slater_product_iff` states both directions. In words: for nonzero a and b, there are real numbers c and z and a point P such that the product equals c times the Slater function at P for every x, if and only if A = B. The constants are chosen once, before x. If either exponent is zero, that factor is the constant 1 and the product is a single Slater function wherever the centres lie.

The first half of the proof applies `centre_eq_of_product` twice, the second time with the factors commuted. The second half supplies c = 1, z = a + b and P = A.

```lean
/-- The product of two Slater functions with nonzero exponents is a multiple of a single
Slater function if and only if the two centres coincide. -/
theorem slater_product_iff {a b : ℝ} (ha : a ≠ 0) (hb : b ≠ 0) (A B : E) :
    (∃ (c z : ℝ) (P : E), ∀ x, slater a A x * slater b B x = c * slater z P x) ↔
      A = B := by
  constructor
  · rintro ⟨c, z, P, h⟩
    by_contra hAB
    -- the single function would need its cusp at both centres
    have hA : P = A := centre_eq_of_product ha hAB h
    have hB : P = B := centre_eq_of_product hb (Ne.symm hAB)
      (fun x => (mul_comm _ _).trans (h x))
    exact hAB (hA.symm.trans hB)
  · rintro rfl
    refine ⟨1, a + b, A, fun x => ?_⟩
    simp only [slater]
    rw [← Real.exp_add, one_mul]
    congr 1
    ring
```

The result concerns one pair of s-type functions and one candidate of the same form. The step from there to general Slater-type orbitals, with powers of r and angular factors, is not taken, and neither are expansions of the product in several functions.

## Centres at 1 and -1 on the line

Take a = b = 1, A = 1 and B = -1. If real numbers c, z and P satisfied

exp(-|x - 1|) exp(-|x + 1|) = c exp(-z|x - P|)

for all real x, the equivalence would give 1 = -1. The `simpa` step rewrites the norm on the line as an absolute value, and `norm_num` rejects the false equation.

```lean
/-- On the line, the product of the Slater functions with unit exponent centred at `1` and
`-1` is no multiple of a single function `exp (-z |x - P|)`. -/
theorem no_slater_product_on_line :
    ¬ ∃ c z P : ℝ, ∀ x : ℝ,
      Real.exp (-|x - 1|) * Real.exp (-|x + 1|) = c * Real.exp (-z * |x - P|) := by
  rintro ⟨c, z, P, h⟩
  have h1 : (1 : ℝ) = -1 :=
    (slater_product_iff (a := 1) (b := 1) one_ne_zero one_ne_zero (1 : ℝ) (-1)).mp
      ⟨c, z, P, fun x => by
        simpa only [slater, Real.norm_eq_abs, sub_neg_eq_add, neg_mul, one_mul] using h x⟩
  norm_num at h1
```

The shape of this product can be written out. The sum of the two distances is

|x - 1| + |x + 1| = 2 max(1, |x|),

since it equals 2 between the centres, 2x to the right of them and -2x to the left. The product is therefore exp(-2) on [-1, 1] and exp(-2|x|) outside. Lean splits into cases by the signs of x - 1, x + 1 and x and by the larger of 1 and |x|; linear arithmetic settles each.

```lean
/-- The product of the unit-exponent Slater functions centred at `1` and `-1` equals
`exp (-2)` for `|x| ≤ 1` and `exp (-2 |x|)` for `|x| ≥ 1`. -/
theorem slater_product_plateau (x : ℝ) :
    Real.exp (-|x - 1|) * Real.exp (-|x + 1|) = Real.exp (-2 * max 1 |x|) := by
  rw [← Real.exp_add]
  congr 1
  rcases abs_cases (x - 1) with ⟨h1, h1'⟩ | ⟨h1, h1'⟩ <;>
  rcases abs_cases (x + 1) with ⟨h2, h2'⟩ | ⟨h2, h2'⟩ <;>
  rcases abs_cases x with ⟨h3, h3'⟩ | ⟨h3, h3'⟩ <;>
  rcases max_cases 1 |x| with ⟨h4, h4'⟩ | ⟨h4, h4'⟩ <;>
  linarith
```

The plateau gives a second argument for the line. A function c exp(-z|x - P|) that is constant on an interval of positive length has c = 0 or z = 0, so it is constant everywhere. The product is not: it is exp(-2) at x = 0 and exp(-4) at x = 2. The Lean proof of `no_slater_product_on_line` uses the cusps instead.

The limit of merging centres shows how the two cases of the equivalence fit together. For a common exponent ζ > 0 and centres at ±R/2, the product on the line is exp(-2ζ max(R/2, |x|)). As R → 0 the plateau shrinks to a point and the single function exp(-2ζ|x|) remains.

## Gaussians do combine

Let p = a + b ≠ 0, which holds automatically for positive exponents, and now let P denote the weighted mean centre (aA + bB)/p. With u = x - A and v = x - B,

x - P = (au + bv)/p and A - B = v - u.

Expanding the squares, with ⟨v, u⟩ for the inner product, gives

p‖x - P‖² = (a²‖u‖² + 2ab⟨v, u⟩ + b²‖v‖²)/p,

(ab/p)‖A - B‖² = (ab‖u‖² - 2ab⟨v, u⟩ + ab‖v‖²)/p.

In the sum the inner products cancel and a factor a + b = p comes out:

p‖x - P‖² + (ab/p)‖A - B‖² = a‖u‖² + b‖v‖².

Taking exponentials of the negatives yields

exp(-a‖x - A‖²) exp(-b‖x - B‖²) = exp(-(ab/p)‖A - B‖²) exp(-p‖x - P‖²).

In the proof, `h1` and `h2` are the two vector identities, `hN` and `hP` are the expanded squares, and the final `field_simp` and `ring` carry out the cancellation.

```lean
/-- Gaussian product theorem: if `a + b ≠ 0`, the product of two s-type Gaussians is a
constant times one Gaussian with exponent `a + b` at the exponent-weighted mean centre. -/
theorem gaussian_product {a b : ℝ} (hab : a + b ≠ 0) (A B x : E) :
    gaussian a A x * gaussian b B x =
      Real.exp (-(a * b / (a + b)) * ‖A - B‖ ^ 2) *
        gaussian (a + b) ((a + b)⁻¹ • (a • A + b • B)) x := by
  have h1 : A - B = (x - B) - (x - A) := by abel
  have h2 : x - (a + b)⁻¹ • (a • A + b • B) =
      (a + b)⁻¹ • (a • (x - A) + b • (x - B)) := by
    have hx : (a + b)⁻¹ • ((a + b) • x) = x := by
      rw [smul_smul, inv_mul_cancel₀ hab, one_smul]
    calc x - (a + b)⁻¹ • (a • A + b • B)
        = (a + b)⁻¹ • ((a + b) • x) - (a + b)⁻¹ • (a • A + b • B) := by rw [hx]
      _ = (a + b)⁻¹ • (a • (x - A) + b • (x - B)) := by
        rw [← smul_sub]
        congr 1
        module
  -- expand both squared distances about the point `x`
  have hN : ‖A - B‖ ^ 2 =
      ‖x - B‖ ^ 2 - 2 * inner ℝ (x - B) (x - A) + ‖x - A‖ ^ 2 := by
    rw [h1, norm_sub_sq_real]
  have hP : ‖x - (a + b)⁻¹ • (a • A + b • B)‖ ^ 2 =
      ((a + b)⁻¹) ^ 2 * (a ^ 2 * ‖x - A‖ ^ 2 +
        2 * (a * b * inner ℝ (x - B) (x - A)) + b ^ 2 * ‖x - B‖ ^ 2) := by
    rw [h2, norm_smul, mul_pow, norm_add_sq_real, real_inner_smul_left,
      real_inner_smul_right, real_inner_comm (x - B) (x - A)]
    simp only [norm_smul, mul_pow, Real.norm_eq_abs, sq_abs]
    ring
  simp only [gaussian]
  rw [← Real.exp_add, ← Real.exp_add, hN, hP]
  congr 1
  field_simp
  ring

end SlaterProduct
```

```lean
#print axioms SlaterProduct.slater_product_iff
#print axioms SlaterProduct.no_slater_product_on_line
#print axioms SlaterProduct.slater_product_plateau
#print axioms SlaterProduct.gaussian_product
```

```
'SlaterProduct.slater_product_iff' depends on axioms: [propext, Classical.choice, Quot.sound]
'SlaterProduct.no_slater_product_on_line' depends on axioms: [propext, Classical.choice, Quot.sound]
'SlaterProduct.slater_product_plateau' depends on axioms: [propext, Classical.choice, Quot.sound]
'SlaterProduct.gaussian_product' depends on axioms: [propext, Classical.choice, Quot.sound]
```

In a calculation on H₂ with the STO-3G basis, each 1s orbital is a sum of three s-type Gaussians. The product of the orbitals on the two atoms is then a sum of nine Gaussians, each with a constant prefactor and a centre P on the line between the nuclei; the three that come from equal exponents share the midpoint as their centre. A repulsion integral between two such products splits into 81 terms, each the Coulomb interaction of two spherical Gaussian charge clouds. With a single Slater function on each atom, the product keeps a cusp at both nuclei, and no such reduction to one spherical 1s cloud is available.
